# An n-node Gaussian rule misses every monic polynomial of degree 2n by the same amount, I(ω²)

Take the midpoint rule on \([-1,1]\): one node at 0, weight 2. It integrates \(a+bx\) exactly, but for \(x^2\) it returns 0 where the integral is \(2/3\). Adding \(a+bx\) to \(x^2\) changes nothing, so every monic quadratic is missed by \(2/3\), the integral of the squared node factor \((x-0)^2\).

I believe the same happens with \(n\) nodes: a rule exact below degree \(2n\) errs on every monic polynomial of degree \(2n\) by the integral of the squared node polynomial, and positivity then rules out exactness at degree \(2n\). Can this be stated rigorously and checked by machine?

## Subtracting the squared node polynomial

Yes. Let \(I\) be a linear functional on real polynomials, and let
\[
Q(p)=\sum_k w_k\,p(x_k),\qquad \omega(x)=\prod_k (x-x_k),
\]
with \(n\) weights \(w_k\) and nodes \(x_k\). Assume \(I(p)=Q(p)\) whenever \(\deg p<2n\).

Let \(p\) have degree at most \(2n\), and let \(c\) be its coefficient of \(x^{2n}\). Since \(\omega^2\) is monic of degree \(2n\), the remainder \(r=p-c\,\omega^2\) has degree below \(2n\), so \(I(r)=Q(r)\). Since \(\omega\) vanishes at every node, \(Q(\omega^2)=0\) and \(Q(r)=Q(p)\). Hence
\[
I(p)-c\,I(\omega^2)=Q(p),\qquad\text{or}\qquad I(p)-Q(p)=c\,I(\omega^2).
\]

For monic \(p\) of degree \(2n\), \(c=1\). If \(I(q^2)>0\) for every monic \(q\) of degree \(n\), then \(I(\omega^2)>0\), and the error is nonzero whenever \(c\neq0\).

If all \(w_k\ge0\), put \(p=q^2\) with \(q\) monic of degree \(n\). Then \(I(q^2)=I(\omega^2)+Q(q^2)\ge I(\omega^2)\), so \(\omega\) minimises \(I(q^2)\) among all monic polynomials \(q\) of degree \(n\).

For the nodes \(\pm\sqrt{1/3}\) with unit weights on \([-1,1]\), the monomials \(1,x,x^2,x^3\) give \(2,0,2/3,0\) under both integral and rule. On \(x^4\) the error is \(2/5-2/9=8/45\), which is therefore the error on every monic quartic.

## How the Lean statements read

```lean
import Mathlib

open Polynomial

namespace GaussQuadratureDefect

noncomputable section

/-- The quadrature rule with weights `w` and nodes `x`, applied to a polynomial. -/
def quad {n : ℕ} (w x : Fin n → ℝ) (p : ℝ[X]) : ℝ :=
  ∑ k, w k * p.eval (x k)

/-- The node polynomial, the product of the factors `X - x k` over all nodes. -/
def nodePoly {n : ℕ} (x : Fin n → ℝ) : ℝ[X] :=
  ∏ k, (X - C (x k))

/-- The `n`-node rule agrees with the functional `I` on all polynomials of degree below `2n`. -/
def IsGaussian {n : ℕ} (I : ℝ[X] →ₗ[ℝ] ℝ) (w x : Fin n → ℝ) : Prop :=
  ∀ p : ℝ[X], p.degree < ((2 * n : ℕ) : WithBot ℕ) → I p = quad w x p

/-- The node polynomial vanishes at every node. -/
theorem eval_nodePoly {n : ℕ} (x : Fin n → ℝ) (k : Fin n) :
    (nodePoly x).eval (x k) = 0 := by
  rw [nodePoly, eval_prod]
  exact Finset.prod_eq_zero (Finset.mem_univ k) (by simp)

/-- The node polynomial of `n` nodes is monic of degree `n`. -/
theorem nodePoly_monic {n : ℕ} (x : Fin n → ℝ) :
    (nodePoly x).Monic ∧ (nodePoly x).natDegree = n := by
  constructor
  · exact monic_prod_of_monic _ _ fun k _ => monic_X_sub_C (x k)
  · rw [nodePoly, natDegree_prod_of_monic _ _ (fun k _ => monic_X_sub_C (x k))]
    simp

/-- On a polynomial of degree at most `2n`, the error of a Gaussian rule is the coefficient
of `X ^ (2n)` times the functional of the squared node polynomial. -/
theorem gauss_error {n : ℕ} {I : ℝ[X] →ₗ[ℝ] ℝ} {w x : Fin n → ℝ}
    (hG : IsGaussian I w x) {p : ℝ[X]} (hp : p.natDegree ≤ 2 * n) :
    I p - quad w x p = p.coeff (2 * n) * I (nodePoly x ^ 2) := by
  obtain ⟨hm, hd⟩ := nodePoly_monic x
  have hd2 : (nodePoly x ^ 2).natDegree = 2 * n := by
    rw [hm.natDegree_pow, hd]
  have hc : (nodePoly x ^ 2).coeff (2 * n) = 1 := by
    have h := (hm.pow 2).coeff_natDegree
    rwa [hd2] at h
  -- Removing the multiple of the squared node polynomial lowers the degree below `2n`.
  have hr : (p - p.coeff (2 * n) • nodePoly x ^ 2).degree < ((2 * n : ℕ) : WithBot ℕ) := by
    refine (degree_lt_iff_coeff_zero _ _).2 fun m hmn => ?_
    rw [coeff_sub, coeff_smul, smul_eq_mul]
    rcases Nat.eq_or_lt_of_le hmn with h | h
    · rw [← h, hc]
      ring
    · rw [coeff_eq_zero_of_natDegree_lt (lt_of_le_of_lt hp h),
        coeff_eq_zero_of_natDegree_lt (lt_of_eq_of_lt hd2 h)]
      ring
  -- The rule does not see the subtracted term.
  have hq : quad w x (p - p.coeff (2 * n) • nodePoly x ^ 2) = quad w x p := by
    unfold quad
    refine Finset.sum_congr rfl fun k _ => ?_
    rw [eval_sub, eval_smul, eval_pow, eval_nodePoly, smul_eq_mul]
    ring
  have h := hG _ hr
  rw [hq, map_sub, map_smul, smul_eq_mul] at h
  linear_combination h

/-- A Gaussian rule has the same error on every monic polynomial of degree `2n`, namely
the functional of the squared node polynomial. -/
theorem gauss_error_monic {n : ℕ} {I : ℝ[X] →ₗ[ℝ] ℝ} {w x : Fin n → ℝ}
    (hG : IsGaussian I w x) {p : ℝ[X]} (hp : p.Monic) (hd : p.natDegree = 2 * n) :
    I p - quad w x p = I (nodePoly x ^ 2) := by
  have hc : p.coeff (2 * n) = 1 := by
    have h := hp.coeff_natDegree
    rwa [hd] at h
  rw [gauss_error hG hd.le, hc, one_mul]

/-- If the functional is positive on squares of monic polynomials of degree `n`, a Gaussian
rule strictly underestimates every monic polynomial of degree `2n`. -/
theorem quad_lt_of_monic {n : ℕ} {I : ℝ[X] →ₗ[ℝ] ℝ} {w x : Fin n → ℝ}
    (hG : IsGaussian I w x)
    (hI : ∀ q : ℝ[X], q.Monic → q.natDegree = n → 0 < I (q ^ 2))
    {p : ℝ[X]} (hp : p.Monic) (hd : p.natDegree = 2 * n) :
    quad w x p < I p := by
  have h := gauss_error_monic hG hp hd
  have h0 := hI _ (nodePoly_monic x).1 (nodePoly_monic x).2
  linarith

/-- If the functional is positive on squares of monic polynomials of degree `n`, a Gaussian rule is
inexact on every polynomial of degree exactly `2n`. -/
theorem quad_ne_of_degree_eq {n : ℕ} {I : ℝ[X] →ₗ[ℝ] ℝ} {w x : Fin n → ℝ}
    (hG : IsGaussian I w x)
    (hI : ∀ q : ℝ[X], q.Monic → q.natDegree = n → 0 < I (q ^ 2))
    {p : ℝ[X]} (hd : p.degree = ((2 * n : ℕ) : WithBot ℕ)) :
    I p ≠ quad w x p := by
  intro heq
  have h := gauss_error hG (natDegree_eq_of_degree_eq_some hd).le
  have h0 := hI _ (nodePoly_monic x).1 (nodePoly_monic x).2
  have hc : p.coeff (2 * n) ≠ 0 := coeff_ne_zero_of_eq_degree hd
  rw [heq, sub_self] at h
  exact mul_ne_zero hc h0.ne' h.symm

/-- For a Gaussian rule with nonnegative weights, the node polynomial minimises the
functional of the square among all monic polynomials of degree `n`. -/
theorem nodePoly_minimises {n : ℕ} {I : ℝ[X] →ₗ[ℝ] ℝ} {w x : Fin n → ℝ}
    (hG : IsGaussian I w x) (hw : ∀ k, 0 ≤ w k)
    {q : ℝ[X]} (hq : q.Monic) (hd : q.natDegree = n) :
    I (nodePoly x ^ 2) ≤ I (q ^ 2) := by
  have h := gauss_error_monic hG (hq.pow 2) (by rw [hq.natDegree_pow, hd])
  -- The rule itself is nonnegative on a square.
  have h0 : 0 ≤ quad w x (q ^ 2) := by
    unfold quad
    refine Finset.sum_nonneg fun k _ => mul_nonneg (hw k) ?_
    rw [eval_pow]
    exact sq_nonneg _
  linarith

/-- The integral of a polynomial over the interval from `-1` to `1`, as a linear functional. -/
def legendre : ℝ[X] →ₗ[ℝ] ℝ where
  toFun p := ∫ t in (-1 : ℝ)..1, p.eval t
  map_add' p q := by
    simp only [eval_add]
    exact intervalIntegral.integral_add (p.continuous.intervalIntegrable _ _)
      (q.continuous.intervalIntegrable _ _)
  map_smul' c p := by
    simp only [eval_smul, smul_eq_mul, RingHom.id_apply, intervalIntegral.integral_const_mul]

/-- The integral of the monomial `a t ^ i` over the interval from `-1` to `1`. -/
theorem legendre_monomial (i : ℕ) (a : ℝ) :
    legendre (monomial i a) = a * ((1 - (-1) ^ (i + 1)) / ((i : ℝ) + 1)) := by
  change ∫ t in (-1 : ℝ)..1, (monomial i a).eval t = _
  simp only [eval_monomial, intervalIntegral.integral_const_mul, integral_pow, one_pow]

/-- The two nodes `-√(1/3)` and `√(1/3)`. -/
def twoNodes : Fin 2 → ℝ := ![-Real.sqrt (1 / 3), Real.sqrt (1 / 3)]

/-- The rule with unit weights at `-√(1/3)` and `√(1/3)` integrates every polynomial of
degree below four exactly over the interval from `-1` to `1`. -/
theorem isGaussian_witness : IsGaussian legendre (fun _ => 1) twoNodes := by
  intro p hp
  have hs : Real.sqrt (1 / 3) ^ 2 = 1 / 3 := Real.sq_sqrt (by norm_num)
  have h4 : p.natDegree < 4 := by
    by_cases h0 : p = 0
    · simp [h0]
    · exact (natDegree_lt_iff_degree_lt h0).2 hp
  -- Integrate term by term.
  have h1 : legendre p =
      ∑ i ∈ Finset.range 4, p.coeff i * ((1 - (-1) ^ (i + 1)) / ((i : ℝ) + 1)) := by
    conv_lhs => rw [p.as_sum_range' 4 h4]
    rw [map_sum]
    exact Finset.sum_congr rfl fun i _ => legendre_monomial i _
  rw [h1]
  simp only [quad, twoNodes, Fin.sum_univ_two, Matrix.cons_val_zero, Matrix.cons_val_one,
    eval_eq_sum_range' h4, Finset.sum_range_succ, Finset.sum_range_zero]
  push_cast
  linear_combination (-2 * p.coeff 2) * hs

/-- On every monic quartic, the integral from `-1` to `1` exceeds the value of the rule with unit
weights at `-√(1/3)` and `√(1/3)` by `8/45`. -/
theorem two_node_error {p : ℝ[X]} (hp : p.Monic) (hd : p.natDegree = 4) :
    legendre p - quad (fun _ => 1) twoNodes p = 8 / 45 := by
  have hs : Real.sqrt (1 / 3) ^ 2 = 1 / 3 := Real.sq_sqrt (by norm_num)
  -- All monic quartics share the error of `X ^ 4`.
  have hX := gauss_error_monic isGaussian_witness (monic_X_pow 4) (natDegree_X_pow 4)
  rw [gauss_error_monic isGaussian_witness hp hd, ← hX, ← monomial_one_right_eq_X_pow,
    legendre_monomial]
  simp only [quad, twoNodes, Fin.sum_univ_two, Matrix.cons_val_zero, Matrix.cons_val_one,
    eval_monomial]
  push_cast
  linear_combination (-2 * (Real.sqrt (1 / 3) ^ 2 + 1 / 3)) * hs

end

end GaussQuadratureDefect
```

```lean
#print axioms GaussQuadratureDefect.gauss_error_monic
-- 'GaussQuadratureDefect.gauss_error_monic' depends on axioms: [propext, Classical.choice, Quot.sound]
#print axioms GaussQuadratureDefect.quad_ne_of_degree_eq
-- 'GaussQuadratureDefect.quad_ne_of_degree_eq' depends on axioms: [propext, Classical.choice, Quot.sound]
#print axioms GaussQuadratureDefect.nodePoly_minimises
-- 'GaussQuadratureDefect.nodePoly_minimises' depends on axioms: [propext, Classical.choice, Quot.sound]
#print axioms GaussQuadratureDefect.two_node_error
-- 'GaussQuadratureDefect.two_node_error' depends on axioms: [propext, Classical.choice, Quot.sound]
```

`I` is a linear map from `ℝ[X]` to `ℝ`; any weight function of the integral is absorbed into it. `quad w x` is \(Q\), `nodePoly x` is \(\omega\), and `IsGaussian I w x` is exactness below degree \(2n\). Nodes may coincide, and weights may have any sign except in `nodePoly_minimises`.

The hypothesis `hI` is the positivity condition. When \(I\) is integration against a nonnegative weight, \(I(q^2)\) is the squared norm of \(q\) times the square root of the weight, and the condition says that this norm is not zero for any monic \(q\) of degree \(n\). `quad_ne_of_degree_eq` uses `degree`, which excludes the zero polynomial even when \(n=0\).

The theorems concern polynomials only, not the derivative error formula for smooth integrands, and they assume a Gaussian rule is given; one is constructed only for the two-node case.

## How the proof follows the algebra

`eval_nodePoly` and `nodePoly_monic` supply the two facts about \(\omega\). In `gauss_error`, `hr` shows coefficient by coefficient that \(r\) has degree below \(2n\), `hq` shows that the rule gives \(r\) and \(p\) the same value, and `linear_combination` rearranges the exactness equation. The next four theorems specialise this identity or combine it with a sign condition.

`legendre` is the integral over \([-1,1]\). `isGaussian_witness` expands a polynomial into four monomials and uses \(\sqrt{1/3}^{\,2}=1/3\). `two_node_error` applies `gauss_error_monic` twice, to replace the given quartic by `X ^ 4`, and then evaluates that one case.

## Overlap matrices in a polynomial basis

In a one-dimensional quantum calculation with basis functions that are polynomials times the square root of a weight, an \(n\)-node Gaussian rule for that weight gives exact overlaps for polynomial degrees up to \(n-1\). Extend the basis so that its polynomial factors span every polynomial of degree up to \(n\), and this span contains \(\omega\), to which the rule assigns norm zero, so the computed overlap matrix is singular. In code, for small \(n\), the exact integral of \(x^{2n}\) minus the value of the rule should reproduce \(I(\omega^2)\), up to rounding.

Another model would define \(I\) as integration against a positive measure with finite moments. Positivity would then follow if the measure were not concentrated on \(n\) or fewer points, since \(q\) has at most \(n\) real zeros. The price would be an integrability argument to show that \(I\) is additive, as in `legendre`, and the error identity would no longer cover functionals that are not positive.
